# Farkas' lemma for finitely many linear functionals on a real vector space

The theorem `farkas` concerns a real vector space `V`, with no topology or finite dimension assumed, and finitely many real linear functionals `a i` on it. If another linear functional `b` is nonpositive at every vector where all the `a i` are nonpositive, then `b` is a combination of the `a i` with nonnegative coefficients. This is pure linear algebra, and the statement involves no physical model. The proof is by induction on the finite index set: when an index `j` is added, either the smaller system already forces `b v ≤ 0`, or there is a vector `u` that satisfies the smaller system but has `b u > 0`. In the second case `a j u > 0`, and the proof projects along `u` onto the kernel of `a j` and applies the induction hypothesis to the functionals so modified.

The failing Lean file:

```lean
import Mathlib

open Matrix

namespace Farkas

noncomputable section

/-- Farkas' lemma: if `b` is nonpositive wherever finitely many linear functionals `a i` are
all nonpositive, then `b` is a combination of the `a i` with nonnegative coefficients. -/
theorem farkas {V κ : Type*} [AddCommGroup V] [Module ℝ V] (s : Finset κ)
    (a : κ → V →ₗ[ℝ] ℝ) (b : V →ₗ[ℝ] ℝ)
    (h : ∀ v, (∀ i ∈ s, a i v ≤ 0) → b v ≤ 0) :
    ∃ l : κ → ℝ, (∀ i ∈ s, 0 ≤ l i) ∧ ∀ v, b v = ∑ i ∈ s, l i * a i v := by
  classical
  induction s using Finset.induction_on generalizing a b with
  | empty =>
    refine ⟨fun _ => 0, by simp, fun v => ?_⟩
    have h1 := h v (by simp)
    have h2 := h (-v) (by simp)
    rw [map_neg] at h2
    rw [Finset.sum_empty]
    linarith
  | insert j s hj ih =>
    -- it is enough to find the coefficient of `a j` and the others separately
    suffices hs : ∃ (c : ℝ) (l : κ → ℝ), 0 ≤ c ∧ (∀ i ∈ s, 0 ≤ l i) ∧
        ∀ v, b v = c * a j v + ∑ i ∈ s, l i * a i v by
      obtain ⟨c, l, hc, hl, hb⟩ := hs
      refine ⟨fun i => if i = j then c else l i, fun i hi => ?_, fun v => ?_⟩
      · by_cases e : i = j
        · simpa [e] using hc
        · simpa [e] using hl i ((Finset.mem_insert.mp hi).resolve_left e)
      · have hsum : ∑ i ∈ s, (if i = j then c else l i) * a i v = ∑ i ∈ s, l i * a i v :=
          Finset.sum_congr rfl fun i hi => by
            rw [if_neg (fun e : i = j => hj (e ▸ hi))]
        rw [hb v, Finset.sum_insert hj, hsum, if_pos rfl]
    by_cases hA : ∀ v, (∀ i ∈ s, a i v ≤ 0) → b v ≤ 0
    · obtain ⟨l, hl, hb⟩ := ih a b hA
      exact ⟨0, l, le_rfl, hl, fun v => by rw [hb v]; ring⟩
    · -- otherwise project along a direction `u` that violates the smaller system
      simp only [not_forall, not_le] at hA
      obtain ⟨u, hu, hbu⟩ := hA
      have hju : 0 < a j u := by
        by_contra hn
        have := h u (fun i hi => by
          rcases Finset.mem_insert.mp hi with e | hi
          · rw [e]; exact not_lt.mp hn
          · exact hu i hi)
        linarith
      have key : ∀ (f : V →ₗ[ℝ] ℝ) (v : V),
          f (v - (a j v / a j u) • u) = f v - f u / a j u * a j v := by
        intro f v
        rw [map_sub, map_smul, smul_eq_mul]
        ring
      have hB : ∀ v, (∀ i ∈ s, (a i - (a i u / a j u) • a j) v ≤ 0) →
          (b - (b u / a j u) • a j) v ≤ 0 := by
        intro v hv
        simp only [LinearMap.sub_apply, LinearMap.smul_apply, smul_eq_mul] at hv ⊢
        rw [← key b v]
        refine h _ fun i hi => ?_
        rw [key]
        rcases Finset.mem_insert.mp hi with e | hi
        · rw [e, div_self hju.ne']; linarith
        · exact hv i hi
      obtain ⟨l, hl, hb⟩ := ih (fun i => a i - (a i u / a j u) • a j) _ hB
      refine ⟨b u / a j u - ∑ i ∈ s, l i * (a i u / a j u), l, ?_, hl, fun v => ?_⟩
      · have h1 : ∑ i ∈ s, l i * (a i u / a j u) ≤ 0 := Finset.sum_nonpos fun i hi =>
          mul_nonpos_of_nonneg_of_nonpos (hl i hi)
            (div_nonpos_of_nonpos_of_nonneg (hu i hi) hju.le)
        have h2 := div_pos hbu hju
        linarith
      · have hv := hb v
        simp only [LinearMap.sub_apply, LinearMap.smul_apply, smul_eq_mul, mul_sub,
          Finset.sum_sub_distrib] at hv
        have e : ∑ i ∈ s, l i * (a i u / a j u * a j v)
            = (∑ i ∈ s, l i * (a i u / a j u)) * a j v := by
          rw [Finset.sum_mul]
          exact Finset.sum_congr rfl fun i _ => by ring
        rw [e] at hv
        linear_combination hv

end

end Farkas
```

The error:

```
Main.lean:36:46: error: Tactic `rewrite` failed: Did not find an occurrence of the pattern
  if ?m.309 = ?m.309 then ?m.311 else ?m.312
in the target expression
  c * (a j) v + ∑ i ∈ s, l i * (a i) v = (fun i => if i = j then c else l i) j * (a j) v + ∑ i ∈ s, l i * (a i) v

case refine_2
V : Type u_1
κ : Type u_2
inst✝¹ : AddCommGroup V
inst✝ : Module ℝ V
j : κ
s : Finset κ
hj : j ∉ s
ih :
  ∀ (a : κ → V →ₗ[ℝ] ℝ) (b : V →ₗ[ℝ] ℝ),
    (∀ (v : V), (∀ i ∈ s, (a i) v ≤ 0) → b v ≤ 0) → ∃ l, (∀ i ∈ s, 0 ≤ l i) ∧ ∀ (v : V), b v = ∑ i ∈ s, l i * (a i) v
a : κ → V →ₗ[ℝ] ℝ
b : V →ₗ[ℝ] ℝ
h : ∀ (v : V), (∀ i ∈ insert j s, (a i) v ≤ 0) → b v ≤ 0
c : ℝ
l : κ → ℝ
hc : 0 ≤ c
hl : ∀ i ∈ s, 0 ≤ l i
hb : ∀ (v : V), b v = c * (a j) v + ∑ i ∈ s, l i * (a i) v
v : V
hsum : ∑ i ∈ s, (if i = j then c else l i) * (a i) v = ∑ i ∈ s, l i * (a i) v
⊢ c * (a j) v + ∑ i ∈ s, l i * (a i) v = (fun i => if i = j then c else l i) j * (a j) v + ∑ i ∈ s, l i * (a i) v
```

What went wrong. The error comes where the coefficient `c` of `a j` and the coefficients `l i` of the others are joined into one function, `fun i => if i = j then c else l i`. After the first three rewrites, the coefficient of `a j v` in the goal is still this function applied to `j`, with the application not carried out. `rw [if_pos rfl]` looks for an `if` whose condition has the same term on both sides, as in `j = j`. The only `if` in the goal is the one inside the function, whose condition is `i = j` with `i` bound, so the pattern isn't found.

The repair drops `if_pos rfl` from the `rw` and ends with `simp`, which carries out the application, reduces the `if` with condition `j = j` to `c`, and closes the goal, whose two sides are then the same.

The other changes don't affect the proof. Putting the hypothesis `h` on the line above is mere tidying, and the new comment corrects the old one, since `u` satisfies the smaller system's inequalities and doesn't violate them.

Fix (accepted with no message):

```diff
@@ -10,6 +10,5 @@
 all nonpositive, then `b` is a combination of the `a i` with nonnegative coefficients. -/
 theorem farkas {V κ : Type*} [AddCommGroup V] [Module ℝ V] (s : Finset κ)
-    (a : κ → V →ₗ[ℝ] ℝ) (b : V →ₗ[ℝ] ℝ)
-    (h : ∀ v, (∀ i ∈ s, a i v ≤ 0) → b v ≤ 0) :
+    (a : κ → V →ₗ[ℝ] ℝ) (b : V →ₗ[ℝ] ℝ) (h : ∀ v, (∀ i ∈ s, a i v ≤ 0) → b v ≤ 0) :
     ∃ l : κ → ℝ, (∀ i ∈ s, 0 ≤ l i) ∧ ∀ v, b v = ∑ i ∈ s, l i * a i v := by
   classical
@@ -34,9 +33,10 @@
           Finset.sum_congr rfl fun i hi => by
             rw [if_neg (fun e : i = j => hj (e ▸ hi))]
-        rw [hb v, Finset.sum_insert hj, hsum, if_pos rfl]
+        rw [hb v, Finset.sum_insert hj, hsum]
+        simp
     by_cases hA : ∀ v, (∀ i ∈ s, a i v ≤ 0) → b v ≤ 0
     · obtain ⟨l, hl, hb⟩ := ih a b hA
       exact ⟨0, l, le_rfl, hl, fun v => by rw [hb v]; ring⟩
-    · -- otherwise project along a direction `u` that violates the smaller system
+    · -- otherwise project along a `u` that satisfies the smaller system but has `0 < b u`
       simp only [not_forall, not_le] at hA
       obtain ⟨u, hu, hbu⟩ := hA
```
